# For finitely many phases with a unique equilibrium, the derivative of the hull energy in one phase energy is that phase's fraction

## Phases, mixtures and the hull energy

A material of overall composition x can separate into phases i, each with a fixed composition X_i in R^n, given in atomic fractions, and an energy E_i per atom. If one computed energy E_k is in error, how does the hull energy at x respond to first order?

The phases form a finite type `ι`, and compositions are vectors `Fin n → ℝ`.

```lean
import Mathlib

open Finset

namespace HullEnergySensitivity

noncomputable section

variable {ι : Type*} [Fintype ι] {n : ℕ}
```

A mixture is a list of phase fractions w_i ≥ 0 with ∑ w_i = 1 and ∑ w_i X_i = x. With energies per atom, w_i is the fraction of atoms in phase i.

```lean
/-- The phase mixtures of overall composition `x`: nonnegative phase fractions that sum to one
and whose mean composition is `x`. -/
def mixtures (X : ι → Fin n → ℝ) (x : Fin n → ℝ) : Set (ι → ℝ) :=
  {w | (∀ i, 0 ≤ w i) ∧ ∑ i, w i = 1 ∧ ∑ i, w i • X i = x}
```

Its energy is M(w) = ∑ w_i E_i, with no interface or mixing terms.

```lean
/-- The energy of a mixture with phase fractions `w` and phase energies `E`. -/
def mixEnergy (E w : ι → ℝ) : ℝ := ∑ i, w i * E i
```

The hull energy is the infimum of M over the mixtures at x. It is the height of the hull itself, not the "energy above hull" of a compound. A composition is reachable if it has a mixture; elsewhere Lean's infimum is a meaningless 0.

```lean
/-- The hull energy at `x`: the infimum of the energies of all mixtures of composition `x`. It is
meaningful only at reachable `x`, those for which a mixture exists; elsewhere its value is 0. -/
def hullEnergy (X : ι → Fin n → ℝ) (E : ι → ℝ) (x : Fin n → ℝ) : ℝ :=
  sInf (mixEnergy E '' mixtures X x)
```

An equilibrium, here meant at zero temperature and pressure, is a mixture of lowest energy.

```lean
/-- The fractions `w` are an equilibrium at `x`: a mixture of composition `x` whose energy is
lowest among all such mixtures. -/
def IsEquilibrium (X : ι → Fin n → ℝ) (E : ι → ℝ) (x : Fin n → ℝ) (w : ι → ℝ) : Prop :=
  w ∈ mixtures X x ∧ ∀ v ∈ mixtures X x, mixEnergy E w ≤ mixEnergy E v
```

Below, x is fixed. M_t and H_k(t) denote the mixture energy and the hull energy after E_k is replaced by t, in Lean `Function.update E k t`. Thus H_k(E_k) is the original hull energy.

## (a) Bound on a phase fraction

Show that every mixture satisfies

w_k ≤ 1.

The other fractions are nonnegative, so w_k ≤ ∑ w_i = 1.

```lean
/-- No phase fraction in a mixture exceeds one. -/
theorem fraction_le_one {X : ι → Fin n → ℝ} {x : Fin n → ℝ} {w : ι → ℝ}
    (hw : w ∈ mixtures X x) (k : ι) : w k ≤ 1 :=
  (Finset.single_le_sum (f := w) (fun i _ => hw.1 i) (Finset.mem_univ k)).trans_eq hw.2.1
```

## (b) Compactness

Show that the mixtures at x form a compact set.

The three defining conditions are closed (`h1`, `h2`, `h3`), and by (a) all fractions lie in the unit cube. A closed subset of a compact set is compact.

```lean
/-- The mixtures of a given composition form a compact set. -/
theorem isCompact_mixtures (X : ι → Fin n → ℝ) (x : Fin n → ℝ) :
    IsCompact (mixtures X x) := by
  have h1 : IsClosed {w : ι → ℝ | ∀ i, 0 ≤ w i} := by
    simp only [Set.ofPred_forall]
    exact isClosed_iInter fun i => isClosed_le continuous_const (continuous_apply i)
  have h2 : IsClosed {w : ι → ℝ | ∑ i, w i = 1} :=
    isClosed_eq (by fun_prop) continuous_const
  have h3 : IsClosed {w : ι → ℝ | ∑ i, w i • X i = x} :=
    isClosed_eq (by fun_prop) continuous_const
  have hc : IsClosed (mixtures X x) := h1.inter (h2.inter h3)
  -- all fractions lie in the unit cube
  exact IsCompact.of_isClosed_subset (isCompact_Icc (a := (0 : ι → ℝ)) (b := 1)) hc
    fun w hw => ⟨fun i => hw.1 i, fun i => fraction_le_one hw i⟩
```

## (c) Existence of an equilibrium

Show that a reachable x has a mixture w with

M(w) ≤ M(v) for every mixture v.

M is continuous, so it attains its minimum on the nonempty compact set from (b).

```lean
/-- At every reachable composition an equilibrium exists. -/
theorem exists_equilibrium {X : ι → Fin n → ℝ} {x : Fin n → ℝ} (E : ι → ℝ)
    (hx : (mixtures X x).Nonempty) : ∃ w, IsEquilibrium X E x w := by
  have hcont : Continuous (mixEnergy E) := by
    unfold mixEnergy
    fun_prop
  obtain ⟨w, hw, hmin⟩ := (isCompact_mixtures X x).exists_isMinOn hx hcont.continuousOn
  exact ⟨w, hw, fun v hv => isMinOn_iff.mp hmin v hv⟩
```

## (d) Hull energy from an equilibrium

Show that every equilibrium w satisfies

H_k(E_k) = M(w).

M(w) is one of the mixture energies and a lower bound for all of them, hence their infimum.

```lean
/-- The hull energy is the energy of any equilibrium mixture. -/
theorem hullEnergy_eq {X : ι → Fin n → ℝ} {E : ι → ℝ} {x : Fin n → ℝ} {w : ι → ℝ}
    (hw : IsEquilibrium X E x w) : hullEnergy X E x = mixEnergy E w := by
  have h : IsLeast (mixEnergy E '' mixtures X x) (mixEnergy E w) := by
    refine ⟨⟨w, hw.1, rfl⟩, ?_⟩
    rintro _ ⟨v, hv, rfl⟩
    exact hw.2 v hv
  exact h.csInf_eq
```

## (e) Changing one phase energy

Show that for fixed w

M_t(w) = M(w) + (t − E_k) w_k.

Only term k changes, from w_k E_k to w_k t. Lean writes the change as an `if i = k` term and sums it.

```lean
variable [DecidableEq ι]

/-- Changing the energy of phase `k` to `t` changes the energy of a fixed mixture by the energy
change times the fraction of phase `k`. -/
theorem mixEnergy_update (E w : ι → ℝ) (k : ι) (t : ℝ) :
    mixEnergy (Function.update E k t) w = mixEnergy E w + (t - E k) * w k := by
  have h : ∀ i, w i * Function.update E k t i
      = w i * E i + if i = k then (t - E k) * w k else 0 := by
    intro i
    by_cases hi : i = k
    · rw [hi, Function.update_self, if_pos rfl]
      ring
    · rw [Function.update_of_ne hi, if_neg hi, add_zero]
  simp only [mixEnergy, h, Finset.sum_add_distrib, Finset.sum_ite_eq', Finset.mem_univ, if_true]
```

## (f) Stability of the fraction

Let w be an equilibrium, and let all equilibria share its fraction w_k. Show that for each ε > 0 there is a δ > 0 such that, whenever |t − E_k| < δ, every equilibrium v for the changed energy satisfies

|v_k − w_k| < ε.

Let K be the compact set of mixtures u with |u_k − w_k| ≥ ε. If K is empty, any δ works. Otherwise let u minimise M on K. If M(u) ≤ M(w), then u would be an equilibrium with u_k ≠ w_k, which is impossible. So δ = M(u) − M(w) is positive (`gap`).

Suppose a new equilibrium v lay in K. Then M(v) ≥ M(u), while M_t(v) ≤ M_t(w) and (e) give

M(v) − M(w) ≤ (t − E_k)(w_k − v_k) ≤ |t − E_k| < δ,

a contradiction.

```lean
/-- If all equilibria at `x` have the same fraction of phase `k`, then after a small enough change
of the energy of phase `k` every new equilibrium has nearly that fraction. -/
theorem fraction_stable {X : ι → Fin n → ℝ} {E : ι → ℝ} {x : Fin n → ℝ} {w : ι → ℝ} {k : ι}
    (hw : IsEquilibrium X E x w) (hk : ∀ v, IsEquilibrium X E x v → v k = w k)
    {ε : ℝ} (hε : 0 < ε) :
    ∃ δ > 0, ∀ t, |t - E k| < δ →
      ∀ v, IsEquilibrium X (Function.update E k t) x v → |v k - w k| < ε := by
  have hK : IsCompact (mixtures X x ∩ {v | ε ≤ |v k - w k|}) :=
    (isCompact_mixtures X x).inter_right (isClosed_le continuous_const (by fun_prop))
  have hcont : Continuous (mixEnergy E) := by
    unfold mixEnergy
    fun_prop
  rcases Set.eq_empty_or_nonempty (mixtures X x ∩ {v | ε ≤ |v k - w k|}) with h | h
  · refine ⟨1, one_pos, fun t _ v hv => ?_⟩
    by_contra hc
    have hmem : v ∈ mixtures X x ∩ {v | ε ≤ |v k - w k|} := ⟨hv.1, not_lt.mp hc⟩
    rw [h] at hmem
    exact hmem
  · obtain ⟨u, hu, hmin⟩ := hK.exists_isMinOn h hcont.continuousOn
    -- `u`, a lowest mixture whose fraction of phase `k` is off by at least `ε`, lies above `w`
    have gap : mixEnergy E w < mixEnergy E u := by
      by_contra hc
      have hue : IsEquilibrium X E x u :=
        ⟨hu.1, fun v hv => (not_lt.mp hc).trans (hw.2 v hv)⟩
      have h0 : ε ≤ |u k - w k| := hu.2
      rw [hk u hue, sub_self, abs_zero] at h0
      linarith
    refine ⟨mixEnergy E u - mixEnergy E w, sub_pos.2 gap, fun t ht v hv => ?_⟩
    by_contra hc
    have h1 : mixEnergy E u ≤ mixEnergy E v := isMinOn_iff.mp hmin v ⟨hv.1, not_lt.mp hc⟩
    have h2 := hv.2 w hw.1
    rw [mixEnergy_update, mixEnergy_update] at h2
    have h3 : |w k - v k| ≤ 1 := abs_le.mpr
      ⟨by linarith [hw.1.1 k, fraction_le_one hv.1 k],
        by linarith [hv.1.1 k, fraction_le_one hw.1 k]⟩
    have h4 : (t - E k) * (w k - v k) ≤ |t - E k| :=
      calc (t - E k) * (w k - v k) ≤ |(t - E k) * (w k - v k)| := le_abs_self _
        _ = |t - E k| * |w k - v k| := abs_mul _ _
        _ ≤ |t - E k| := mul_le_of_le_one_right (abs_nonneg _) h3
    linarith
```

## (g) Criterion for the derivative

Show that at reachable x

H_k′(E_k) = a ⇔ v_k = a for every equilibrium v.

(⇒) Keeping v fixed gives an upper bound:

H_k(t) ≤ M_t(v) = H_k(E_k) + (t − E_k) v_k.

So H_k(t) − v_k t has a maximum at E_k (`hmax`), and its derivative a − v_k vanishes.

(⇐) Let w be an old equilibrium, so w_k = a, and v a new one at t. From M(w) ≤ M(v) and M_t(v) ≤ M_t(w),

(t − E_k)(v_k − a) ≤ H_k(t) − H_k(E_k) − (t − E_k) a ≤ 0.

By (f), for any c > 0 the left side is at least −c |t − E_k| once t is close to E_k. The remainder is therefore o(t − E_k), which is the form `isLittleO` that Lean checks.

```lean
/-- At a reachable composition, the hull energy has derivative `a` with respect to the energy of
phase `k` exactly when every equilibrium contains the fraction `a` of phase `k`. -/
theorem hasDerivAt_hullEnergy_iff {X : ι → Fin n → ℝ} {E : ι → ℝ} {x : Fin n → ℝ}
    (hx : (mixtures X x).Nonempty) (k : ι) (a : ℝ) :
    HasDerivAt (fun t => hullEnergy X (Function.update E k t) x) a (E k) ↔
      ∀ v, IsEquilibrium X E x v → v k = a := by
  constructor
  · intro hd v hv
    -- the energy of the fixed mixture `v` touches the hull energy from above
    have hmax : IsLocalMax
        (fun t => hullEnergy X (Function.update E k t) x - v k * t) (E k) := by
      refine Filter.Eventually.of_forall fun t => ?_
      obtain ⟨u, hu⟩ := exists_equilibrium (Function.update E k t) hx
      have h1 := hu.2 v hv.1
      rw [← hullEnergy_eq hu, mixEnergy_update] at h1
      simp only [Function.update_eq_self]
      rw [hullEnergy_eq hv]
      linarith
    have h0 := hmax.hasDerivAt_eq_zero
      (hd.fun_sub ((hasDerivAt_id' (E k)).const_mul (v k)))
    linarith
  · intro ha
    obtain ⟨w, hw⟩ := exists_equilibrium E hx
    have hwa := ha w hw
    rw [hasDerivAt_iff_isLittleO, Asymptotics.isLittleO_iff]
    intro c hc
    obtain ⟨δ, hδ, hstab⟩ :=
      fraction_stable hw (fun v hv => (ha v hv).trans hwa.symm) hc
    filter_upwards [Metric.ball_mem_nhds (E k) hδ] with t ht
    rw [Metric.mem_ball, Real.dist_eq] at ht
    obtain ⟨v, hv⟩ := exists_equilibrium (Function.update E k t) hx
    have hvk := hstab t ht v hv
    rw [hwa] at hvk
    -- compare the old and the new equilibrium at both energies
    have h1 := hw.2 v hv.1
    have h2 := hv.2 w hw.1
    rw [mixEnergy_update, mixEnergy_update, hwa] at h2
    have h3 : |(t - E k) * (v k - a)| ≤ c * |t - E k| := by
      rw [abs_mul, mul_comm]
      exact mul_le_mul_of_nonneg_right hvk.le (abs_nonneg _)
    have h4 := (abs_le.mp h3).1
    have h5 : 0 ≤ c * |t - E k| := by positivity
    simp only [Function.update_eq_self, smul_eq_mul, Real.norm_eq_abs]
    rw [hullEnergy_eq hv, hullEnergy_eq hw, mixEnergy_update, abs_le]
    constructor <;> linarith
```

## (h) Derivative at a unique equilibrium

Show that if w is the only equilibrium, then for every k

H_k′(E_k) = w_k.

Every equilibrium equals w, so (g) applies with a = w_k. Reachability is automatic, since w is a mixture.

```lean
/-- If the equilibrium fractions `w` at `x` are unique, the hull energy at `x` is differentiable
in the energy of phase `k`, and the derivative is the equilibrium fraction `w k`. -/
theorem hasDerivAt_hullEnergy {X : ι → Fin n → ℝ} {E : ι → ℝ} {x : Fin n → ℝ} {w : ι → ℝ}
    (hw : IsEquilibrium X E x w) (huniq : ∀ v, IsEquilibrium X E x v → v = w) (k : ι) :
    HasDerivAt (fun t => hullEnergy X (Function.update E k t) x) (w k) (E k) :=
  (hasDerivAt_hullEnergy_iff ⟨w, hw.1⟩ k (w k)).mpr fun v hv => congrFun (huniq v hv) k
```

## (i) Uniqueness read from derivatives

Show that at reachable x

the equilibrium is unique ⇔ every H_k is differentiable at E_k.

(⇒) This is (h). (⇐) By (g), any two equilibria have the same k-th fraction, namely H_k′(E_k), for every k, so they coincide.

```lean
/-- At a reachable composition the equilibrium is unique exactly when the hull energy is
differentiable in each phase energy separately. -/
theorem existsUnique_equilibrium_iff {X : ι → Fin n → ℝ} {E : ι → ℝ} {x : Fin n → ℝ}
    (hx : (mixtures X x).Nonempty) :
    (∃! w, IsEquilibrium X E x w) ↔
      ∀ k, DifferentiableAt ℝ (fun t => hullEnergy X (Function.update E k t) x) (E k) := by
  constructor
  · rintro ⟨w, hw, huniq⟩ k
    exact (hasDerivAt_hullEnergy hw huniq k).differentiableAt
  · intro h
    obtain ⟨w, hw⟩ := exists_equilibrium E hx
    refine ⟨w, hw, fun v hv => funext fun k => ?_⟩
    -- both fractions equal the same derivative
    have hk := (hasDerivAt_hullEnergy_iff hx k _).mp (h k).hasDerivAt
    exact (hk v hv).trans (hk w hw).symm

end

end HullEnergySensitivity
```

```lean
#print axioms HullEnergySensitivity.hasDerivAt_hullEnergy
#print axioms HullEnergySensitivity.existsUnique_equilibrium_iff
```

```
'HullEnergySensitivity.hasDerivAt_hullEnergy' depends on axioms: [propext, Classical.choice, Quot.sound]
'HullEnergySensitivity.existsUnique_equilibrium_iff' depends on axioms: [propext, Classical.choice, Quot.sound]
```

## Three phases on a line, with and without uniqueness

Let phases A, B, C have compositions 0, 1/2, 1 and energies 0, −1, 0, and let x = 1/4. The only equilibrium is half A and half B, with hull energy −1/2. Raising E_B to −0.9 raises the hull energy to −0.45: the error 0.1 enters with weight 1/2. A small error in E_C has no effect.

Now set E_B = 0. Every mixture has energy 0, and the equilibrium fraction of B ranges from 0 to 1/2. As a function of t = E_B the hull energy is min(0, t/2), which has a kink at 0. The derivative in E_k thus needs the equilibria to agree on the fraction of phase k; by (g), they may differ in the others.

## Use in computed phase diagrams

For a finite list of fixed-composition phases with a unique equilibrium at x, the result gives the first-order weight of an error in one computed energy per atom, such as a density-functional total energy divided by the number of atoms in the cell. For an error of finite size, the first-order estimate is an upper bound on the new hull energy, by the first inequality in (g). Simultaneous errors are not treated. Applying it to a real material also assumes that the list contains every competing phase.
